# Lattice Thomas-Fermi minimisers keep the symmetry of `v` and `J`, and Dirac exchange can break it on two sites

If a calculation forces equivalent sites to carry equal charge, but every true minimiser has unequal charges on them, the energy it returns is too high. For the Thomas-Fermi energy on finitely many sites, with positive kinetic coefficient and positive semidefinite repulsion, this cannot happen. With Dirac exchange it can, already on two sites without potential or repulsion.

## Energies and minimisers

In Lean 4 with Mathlib:

```lean
import Mathlib

open Matrix

namespace ThomasFermiSymmetry

noncomputable section

variable {ι : Type*} [Fintype ι]
```

The finite type `ι` is the set of sites. A density is a real function \(n\) on it.

```lean
/-- Lattice Thomas-Fermi energy: kinetic term, attraction to the potential `v`, and
Hartree repulsion with kernel `J`. -/
def tfEnergy (c : ℝ) (v : ι → ℝ) (J : Matrix ι ι ℝ) (n : ι → ℝ) : ℝ :=
  c * ∑ i, n i ^ (5 / 3 : ℝ) - v ⬝ᵥ n + (n ⬝ᵥ (J *ᵥ n)) / 2
```

In ordinary notation, with `⬝ᵥ` the dot product and `*ᵥ` matrix times vector,
\[
E(n)=c\sum_i n_i^{5/3}-\sum_i v_i n_i+\tfrac12\sum_{ij}n_iJ_{ij}n_j .
\]
The constant \(c\) sets the kinetic cost of compressing the electrons. Positive \(v_i\) attracts, opposite to the usual sign of an external potential.

```lean
/-- Thomas-Fermi-Dirac energy: the Thomas-Fermi energy with the local exchange term
of strength `d` subtracted. -/
def tfdEnergy (c d : ℝ) (v : ι → ℝ) (J : Matrix ι ι ℝ) (n : ι → ℝ) : ℝ :=
  tfEnergy c v J n - d * ∑ i, n i ^ (4 / 3 : ℝ)
```

This adds the local exchange energy \(-d\sum_i n_i^{4/3}\), where \(d>0\) is the physical sign.

```lean
/-- `n` minimises the energy `E` among non-negative densities of total charge `N`. -/
structure IsGroundDensity (E : (ι → ℝ) → ℝ) (N : ℝ) (n : ι → ℝ) : Prop where
  nonneg : ∀ i, 0 ≤ n i
  total : ∑ i, n i = N
  le : ∀ n' : ι → ℝ, (∀ i, 0 ≤ n' i) → ∑ i, n' i = N → E n ≤ E n'
```

A ground density is non-negative, has total charge \(N\), and has the lowest energy among all such densities. \(N\) may be any real number.

```lean
/-- Kinetic plus exchange energy of a single site with density `x`. -/
def siteEnergy (c d x : ℝ) : ℝ := c * x ^ (5 / 3 : ℝ) - d * x ^ (4 / 3 : ℝ)
```

The one-site energy is \(e(x)=cx^{5/3}-dx^{4/3}\).

```lean
/-- The critical density `(2d/(5c))^3`, for `c ≠ 0`. -/
def critDensity (c d : ℝ) : ℝ := (2 * d / (5 * c)) ^ 3
```

Write \(r=2d/(5c)\); the critical density is \(r^3\).

## Averaging over a symmetry

```lean
/-- A strictly convex function at the midpoint of two distinct points of its domain lies
below the mean of its values. -/
theorem midpoint_lt {s : Set ℝ} {f : ℝ → ℝ} (h : StrictConvexOn ℝ s f) {x y : ℝ}
    (hx : x ∈ s) (hy : y ∈ s) (hne : x ≠ y) : f ((x + y) / 2) < (f x + f y) / 2 := by
  have key := h.2 hx hy hne (by norm_num : (0 : ℝ) < 1 / 2)
    (by norm_num : (0 : ℝ) < 1 / 2) (by norm_num)
  have e : (1 / 2 : ℝ) • x + (1 / 2 : ℝ) • y = (x + y) / 2 := by
    simp only [smul_eq_mul]; ring
  rw [e] at key
  simp only [smul_eq_mul] at key
  linarith
```

This is strict convexity at a midpoint: \(f(\frac{x+y}2)<\frac{f(x)+f(y)}2\) for \(x\ne y\).

```lean
/-- Relabelling the sites by a permutation that preserves `v` and `J` leaves the
Thomas-Fermi energy unchanged. -/
theorem tfEnergy_perm (c : ℝ) {v : ι → ℝ} {J : Matrix ι ι ℝ} (σ : Equiv.Perm ι)
    (hv : ∀ i, v (σ i) = v i) (hσ : ∀ i j, J (σ i) (σ j) = J i j) (n : ι → ℝ) :
    tfEnergy c v J (fun i => n (σ i)) = tfEnergy c v J n := by
  have h1 : ∑ i, n (σ i) ^ (5 / 3 : ℝ) = ∑ i, n i ^ (5 / 3 : ℝ) :=
    Equiv.sum_comp σ (fun i => n i ^ (5 / 3 : ℝ))
  have h2 : v ⬝ᵥ (fun i => n (σ i)) = v ⬝ᵥ n := by
    have h := Equiv.sum_comp σ (fun i => v i * n i)
    simpa only [dotProduct, hv] using h
  have hin : ∀ i, ∑ j, J i j * n (σ j) = ∑ j, J (σ i) j * n j := by
    intro i
    have h := Equiv.sum_comp σ (fun j => J (σ i) j * n j)
    simpa only [hσ] using h
  have h3 : (fun i => n (σ i)) ⬝ᵥ (J *ᵥ (fun i => n (σ i))) = n ⬝ᵥ (J *ᵥ n) := by
    have h := Equiv.sum_comp σ (fun i => n i * ∑ j, J i j * n j)
    simp only [dotProduct, Matrix.mulVec, hin]
    exact h
  simp only [tfEnergy]
  rw [h1, h2, h3]
```

`Equiv.Perm ι` is the type of site permutations. The hypotheses say \(v_{\sigma(i)}=v_i\) and \(J_{\sigma(i)\sigma(j)}=J_{ij}\). Let \(n'_i=n_{\sigma(i)}\). Then
\[
\sum_i v_in'_i=\sum_i v_{\sigma(i)}n_{\sigma(i)}=\sum_i v_in_i ,
\]
and the other two terms are reordered likewise, so \(E(n')=E(n)\). `Equiv.sum_comp` does the reordering.

```lean
/-- For `c > 0` and positive semidefinite repulsion, averaging a non-negative density with
its image under a symmetry of `v` and `J` strictly lowers the energy if the two differ. -/
theorem average_lowers {c : ℝ} (hc : 0 < c) {v : ι → ℝ} {J : Matrix ι ι ℝ}
    (hJ : ∀ x : ι → ℝ, 0 ≤ x ⬝ᵥ (J *ᵥ x)) (σ : Equiv.Perm ι)
    (hv : ∀ i, v (σ i) = v i) (hσ : ∀ i j, J (σ i) (σ j) = J i j)
    {n : ι → ℝ} (hn : ∀ i, 0 ≤ n i) (hne : ∃ i, n (σ i) ≠ n i) :
    tfEnergy c v J (fun i => (n i + n (σ i)) / 2) < tfEnergy c v J n := by
  have hperm := tfEnergy_perm c σ hv hσ n
  have hconv := strictConvexOn_rpow (by norm_num : (1 : ℝ) < 5 / 3)
  -- the kinetic energy drops strictly
  have hpow : ∑ i, ((n i + n (σ i)) / 2) ^ (5 / 3 : ℝ)
      < ∑ i, (n i ^ (5 / 3 : ℝ) + n (σ i) ^ (5 / 3 : ℝ)) / 2 := by
    apply Finset.sum_lt_sum
    · intro i _
      by_cases h : n (σ i) = n i
      · have e : (n i + n i) / 2 = n i := by ring
        rw [h, e]
        apply le_of_eq
        ring
      · exact (midpoint_lt hconv (hn i) (hn (σ i)) (Ne.symm h)).le
    · obtain ⟨i, hi⟩ := hne
      exact ⟨i, Finset.mem_univ i, midpoint_lt hconv (hn i) (hn (σ i)) (Ne.symm hi)⟩
  rw [← Finset.sum_div, Finset.sum_add_distrib] at hpow
  have havg : (fun i => (n i + n (σ i)) / 2) = (1 / 2 : ℝ) • (n + fun i => n (σ i)) := by
    funext i
    simp only [Pi.smul_apply, Pi.add_apply, smul_eq_mul]
    ring
  have hdot : v ⬝ᵥ (fun i => (n i + n (σ i)) / 2)
      = (v ⬝ᵥ n + v ⬝ᵥ (fun i => n (σ i))) / 2 := by
    rw [havg, dotProduct_smul, dotProduct_add, smul_eq_mul]
    ring
  -- the repulsion obeys the parallelogram identity
  have hpar : ∀ a b : ι → ℝ, ((1 / 2 : ℝ) • (a + b)) ⬝ᵥ (J *ᵥ ((1 / 2 : ℝ) • (a + b)))
      = (a ⬝ᵥ (J *ᵥ a) + b ⬝ᵥ (J *ᵥ b)) / 2 - ((a - b) ⬝ᵥ (J *ᵥ (a - b))) / 4 := by
    intro a b
    simp only [Matrix.mulVec_add, Matrix.mulVec_sub, Matrix.mulVec_smul, add_dotProduct,
      sub_dotProduct, smul_dotProduct, dotProduct_add, dotProduct_sub, dotProduct_smul,
      smul_eq_mul]
    ring
  have hq := hpar n (fun i => n (σ i))
  rw [← havg] at hq
  have hpos := hJ (n - fun i => n (σ i))
  have hkin := mul_lt_mul_of_pos_left hpow hc
  simp only [tfEnergy] at hperm ⊢
  rw [hdot, hq]
  linarith
```

Hypothesis `hJ` says that \(\langle x,Jx\rangle\ge0\): no distribution of positive and negative charge over the sites has negative electrostatic self-energy. This excludes a kernel such as \(1/R_{ij}\) between distinct sites at distance \(R_{ij}\) with \(J_{ii}=0\): charges \(+1\) and \(-1\) on two sites then give a negative value. \(J\) need not be symmetric.

Let \(a=(n+n')/2\) with \(n'\ne n\). The kinetic term of \(a\) lies strictly below the mean of those of \(n\) and \(n'\), since \(x^{5/3}\) is strictly convex (`hpow`). The potential term equals the mean (`hdot`). For the repulsion (`hpar`),
\[
\langle a,Ja\rangle=\tfrac12\big(\langle n,Jn\rangle+\langle n',Jn'\rangle\big)-\tfrac14\langle n-n',J(n-n')\rangle ,
\]
which is at most the mean. Adding up, \(E(a)<\frac12(E(n)+E(n'))=E(n)\).

```lean
/-- For `c > 0` and positive semidefinite repulsion, a fixed-`N` Thomas-Fermi minimiser is
invariant under every site permutation that preserves `v` and `J`. -/
theorem groundDensity_invariant {c N : ℝ} (hc : 0 < c) {v : ι → ℝ} {J : Matrix ι ι ℝ}
    (hJ : ∀ x : ι → ℝ, 0 ≤ x ⬝ᵥ (J *ᵥ x)) {n : ι → ℝ}
    (hn : IsGroundDensity (tfEnergy c v J) N n) (σ : Equiv.Perm ι)
    (hv : ∀ i, v (σ i) = v i) (hσ : ∀ i j, J (σ i) (σ j) = J i j) (i : ι) :
    n (σ i) = n i := by
  by_contra h
  have hlow := average_lowers hc hJ σ hv hσ hn.nonneg ⟨i, h⟩
  have hsum : ∑ j, (n j + n (σ j)) / 2 = N := by
    rw [← Finset.sum_div, Finset.sum_add_distrib, Equiv.sum_comp σ n, hn.total]
    ring
  have hle := hn.le (fun j => (n j + n (σ j)) / 2)
    (fun j => by linarith [hn.nonneg j, hn.nonneg (σ j)]) hsum
  linarith
```

Suppose a minimiser had \(n_{\sigma(i)}\ne n_i\) somewhere. Its average \(a\) is non-negative, has total charge \(N\) and has lower energy, a contradiction.

Averaging two different minimisers in the same way shows, by hand, that there is at most one. In a Thomas-Fermi calculation without exchange on a six-site ring, with \(c>0\), \(N\ge0\), constant \(v\) and a positive semidefinite \(J\) depending only on ring distance, the six unknown occupations reduce to \(N/6\) each.

## Where exchange changes the curvature

```lean
/-- At positive density the derivative of the one-site energy is a quadratic polynomial in
the cube root of the density. -/
theorem siteEnergy_hasDerivAt (c d : ℝ) {x : ℝ} (hx : 0 < x) :
    HasDerivAt (siteEnergy c d)
      (5 / 3 * c * (x ^ (1 / 3 : ℝ)) ^ 2 - 4 / 3 * d * x ^ (1 / 3 : ℝ)) x := by
  have h5 := (Real.hasDerivAt_rpow_const (x := x) (p := 5 / 3) (Or.inl hx.ne')).const_mul c
  have h4 := (Real.hasDerivAt_rpow_const (x := x) (p := 4 / 3) (Or.inl hx.ne')).const_mul d
  have e5 : x ^ (5 / 3 - 1 : ℝ) = (x ^ (1 / 3 : ℝ)) ^ 2 := by
    rw [← Real.rpow_natCast, ← Real.rpow_mul hx.le]
    norm_num
  have e4 : (4 / 3 - 1 : ℝ) = 1 / 3 := by norm_num
  refine (h5.fun_sub h4).congr_deriv ?_
  rw [e5, e4]
  ring
```

For \(x>0\) and \(u=x^{1/3}\), differentiation gives \(e'(x)=\frac53cu^2-\frac43du\).

```lean
/-- For `c > 0` and `d ≥ 0` the one-site energy is strictly concave between zero and the
critical density and strictly convex from the critical density upwards. -/
theorem siteEnergy_curvature {c d : ℝ} (hc : 0 < c) (hd : 0 ≤ d) :
    StrictConcaveOn ℝ (Set.Icc 0 (critDensity c d)) (siteEnergy c d) ∧
      StrictConvexOn ℝ (Set.Ici (critDensity c d)) (siteEnergy c d) := by
  have hr : 0 ≤ 2 * d / (5 * c) := by positivity
  have h0 : 0 ≤ critDensity c d := pow_nonneg hr 3
  have hcube : ∀ x : ℝ, 0 ≤ x → (x ^ (1 / 3 : ℝ)) ^ 3 = x := by
    intro x hx
    rw [← Real.rpow_natCast, ← Real.rpow_mul hx]
    norm_num
  have hcont : Continuous (siteEnergy c d) := by
    change Continuous fun x : ℝ => c * x ^ (5 / 3 : ℝ) - d * x ^ (4 / 3 : ℝ)
    exact (continuous_const.mul (continuous_id.rpow_const fun _ => Or.inr (by norm_num))).sub
      (continuous_const.mul (continuous_id.rpow_const fun _ => Or.inr (by norm_num)))
  refine ⟨StrictAntiOn.strictConcaveOn_of_deriv (convex_Icc _ _) hcont.continuousOn ?_,
    StrictMonoOn.strictConvexOn_of_deriv (convex_Ici _) hcont.continuousOn ?_⟩
  · -- below the critical density the derivative decreases
    rw [interior_Icc]
    intro x hx y hy hxy
    rw [(siteEnergy_hasDerivAt c d hx.1).deriv, (siteEnergy_hasDerivAt c d hy.1).deriv]
    have h1 : x ^ (1 / 3 : ℝ) < y ^ (1 / 3 : ℝ) :=
      Real.rpow_lt_rpow hx.1.le hxy (by norm_num)
    have h2 : y ^ (1 / 3 : ℝ) < 2 * d / (5 * c) :=
      lt_of_pow_lt_pow_left₀ 3 hr (by rw [hcube y hy.1.le]; exact hy.2)
    rw [lt_div_iff₀ (by positivity)] at h2
    have h3 : 0 < 4 / 3 * d - 5 / 3 * c * (x ^ (1 / 3 : ℝ) + y ^ (1 / 3 : ℝ)) := by
      linarith [mul_lt_mul_of_pos_left h1 hc]
    linarith [mul_pos (sub_pos.2 h1) h3]
  · -- above it the derivative increases
    rw [interior_Ici]
    intro x hx y hy hxy
    have hx0 : 0 < x := lt_of_le_of_lt h0 hx
    have hy0 : 0 < y := hx0.trans hxy
    rw [(siteEnergy_hasDerivAt c d hx0).deriv, (siteEnergy_hasDerivAt c d hy0).deriv]
    have h1 : x ^ (1 / 3 : ℝ) < y ^ (1 / 3 : ℝ) :=
      Real.rpow_lt_rpow hx0.le hxy (by norm_num)
    have h2 : 2 * d / (5 * c) < x ^ (1 / 3 : ℝ) :=
      lt_of_pow_lt_pow_left₀ 3 (Real.rpow_nonneg hx0.le _)
        (by rw [hcube x hx0.le]; exact hx)
    rw [div_lt_iff₀ (by positivity)] at h2
    have h3 : 0 < 5 / 3 * c * (x ^ (1 / 3 : ℝ) + y ^ (1 / 3 : ℝ)) - 4 / 3 * d := by
      linarith [mul_lt_mul_of_pos_left h1 hc]
    linarith [mul_pos (sub_pos.2 h1) h3]
```

Take \(0<x<y\) with cube roots \(u<w\). Then
\[
e'(y)-e'(x)=(w-u)\left[\tfrac53c(u+w)-\tfrac43d\right].
\]
The bracket vanishes at \(u+w=2r\). It is negative when both roots lie below \(r\) and positive when both lie above. So \(e'\) decreases below \(r^3\) and increases above it; continuity of \(e\) extends the strict concavity and convexity to the endpoints.

## Two sites with exchange

```lean
/-- On two sites without potential and repulsion the Thomas-Fermi-Dirac energy is the sum of
the two one-site energies. -/
theorem tfdEnergy_two_sites (c d : ℝ) (n : Fin 2 → ℝ) :
    tfdEnergy c d 0 0 n = siteEnergy c d (n 0) + siteEnergy c d (n 1) := by
  simp only [tfdEnergy, tfEnergy, siteEnergy, Fin.sum_univ_two, zero_dotProduct,
    Matrix.zero_mulVec, dotProduct_zero]
  ring
```

`Fin 2` has the sites 0 and 1. With \(v=J=0\) the energy is \(e(n_0)+e(n_1)\).

```lean
/-- With `c > 0` and `v = J = 0` on two sites, if `0 < m` and `m^(1/3) < 2d/(5c)` then every
sufficiently small non-zero charge transfer lowers the energy of `(m, m)`. -/
theorem uniform_unstable {c d m : ℝ} (hc : 0 < c) (hm : 0 < m)
    (h : m ^ (1 / 3 : ℝ) < 2 * d / (5 * c)) :
    ∃ δ > 0, ∀ t : ℝ, t ≠ 0 → |t| < δ →
      tfdEnergy c d 0 0 ![m + t, m - t] < tfdEnergy c d 0 0 ![m, m] := by
  have hroot : 0 < m ^ (1 / 3 : ℝ) := Real.rpow_pos_of_pos hm _
  have hd : 0 ≤ d := by
    have h' := h
    rw [lt_div_iff₀ (by positivity)] at h'
    have hp : 0 < m ^ (1 / 3 : ℝ) * (5 * c) := by positivity
    linarith
  have hcube : (m ^ (1 / 3 : ℝ)) ^ 3 = m := by
    rw [← Real.rpow_natCast, ← Real.rpow_mul hm.le]
    norm_num
  have hcrit : m < critDensity c d := by
    have h3 := pow_lt_pow_left₀ h hroot.le (by norm_num : (3 : ℕ) ≠ 0)
    rw [hcube] at h3
    exact h3
  refine ⟨min m (critDensity c d - m), lt_min hm (sub_pos.2 hcrit), fun t ht hts => ?_⟩
  obtain ⟨a1, a2⟩ := abs_lt.1 (lt_of_lt_of_le hts (min_le_left _ _))
  obtain ⟨b1, b2⟩ := abs_lt.1 (lt_of_lt_of_le hts (min_le_right _ _))
  have hp : m + t ∈ Set.Icc 0 (critDensity c d) := ⟨by linarith, by linarith⟩
  have hq : m - t ∈ Set.Icc 0 (critDensity c d) := ⟨by linarith, by linarith⟩
  have key := (siteEnergy_curvature hc hd).1.2 hp hq (fun e => ht (by linarith))
    (by norm_num : (0 : ℝ) < 1 / 2) (by norm_num : (0 : ℝ) < 1 / 2) (by norm_num)
  have e : (1 / 2 : ℝ) • (m + t) + (1 / 2 : ℝ) • (m - t) = m := by
    simp only [smul_eq_mul]; ring
  rw [e] at key
  simp only [smul_eq_mul] at key
  rw [tfdEnergy_two_sites, tfdEnergy_two_sites]
  change siteEnergy c d (m + t) + siteEnergy c d (m - t) < siteEnergy c d m + siteEnergy c d m
  linarith
```

`![m, m]` is the uniform density. The hypotheses force \(d>0\) and give \(m<r^3\). For \(0<|t|<\min(m,r^3-m)\), both \(m\pm t\) lie in \([0,r^3]\), and strict concavity gives \(e(m+t)+e(m-t)<2e(m)\).

```lean
/-- With `c > 0`, `d ≥ 0` and `v = J = 0` on two sites, if `0 < m` and `m^(1/3) > 2d/(5c)`
then every sufficiently small non-zero charge transfer raises the energy of `(m, m)`. -/
theorem uniform_stable {c d m : ℝ} (hc : 0 < c) (hd : 0 ≤ d) (hm : 0 < m)
    (h : 2 * d / (5 * c) < m ^ (1 / 3 : ℝ)) :
    ∃ δ > 0, ∀ t : ℝ, t ≠ 0 → |t| < δ →
      tfdEnergy c d 0 0 ![m, m] < tfdEnergy c d 0 0 ![m + t, m - t] := by
  have hcube : (m ^ (1 / 3 : ℝ)) ^ 3 = m := by
    rw [← Real.rpow_natCast, ← Real.rpow_mul hm.le]
    norm_num
  have hcrit : critDensity c d < m := by
    have h3 := pow_lt_pow_left₀ h (by positivity) (by norm_num : (3 : ℕ) ≠ 0)
    rw [hcube] at h3
    exact h3
  refine ⟨m - critDensity c d, sub_pos.2 hcrit, fun t ht hts => ?_⟩
  obtain ⟨a1, a2⟩ := abs_lt.1 hts
  have hp : m + t ∈ Set.Ici (critDensity c d) := Set.mem_Ici.2 (by linarith)
  have hq : m - t ∈ Set.Ici (critDensity c d) := Set.mem_Ici.2 (by linarith)
  have key := midpoint_lt (siteEnergy_curvature hc hd).2 hp hq (fun e => ht (by linarith))
  have e : (m + t + (m - t)) / 2 = m := by ring
  rw [e] at key
  rw [tfdEnergy_two_sites, tfdEnergy_two_sites]
  change siteEnergy c d m + siteEnergy c d m < siteEnergy c d (m + t) + siteEnergy c d (m - t)
  linarith
```

Above the threshold, with \(d\ge0\), take \(0<|t|<m-r^3\). Both densities lie in the convex region and the inequality reverses. This stability is local.

```lean
/-- With `c > 0`, `v = J = 0` on two sites, `0 < m` and `m^(1/3) < 2d/(5c)`, a minimiser of
total charge `2m` exists, and every such minimiser has unequal occupations. -/
theorem exchange_breaks_symmetry {c d m : ℝ} (hc : 0 < c) (hm : 0 < m)
    (h : m ^ (1 / 3 : ℝ) < 2 * d / (5 * c)) :
    (∃ n : Fin 2 → ℝ, IsGroundDensity (tfdEnergy c d 0 0) (2 * m) n) ∧
      ∀ n : Fin 2 → ℝ, IsGroundDensity (tfdEnergy c d 0 0) (2 * m) n → n 0 ≠ n 1 := by
  constructor
  · -- existence by compactness of the interval of possible occupations
    have hcont : Continuous (siteEnergy c d) := by
      change Continuous fun x : ℝ => c * x ^ (5 / 3 : ℝ) - d * x ^ (4 / 3 : ℝ)
      exact (continuous_const.mul
        (continuous_id.rpow_const fun _ => Or.inr (by norm_num))).sub
        (continuous_const.mul (continuous_id.rpow_const fun _ => Or.inr (by norm_num)))
    have hsum : Continuous fun x : ℝ => siteEnergy c d x + siteEnergy c d (2 * m - x) :=
      hcont.add (hcont.comp (continuous_const.sub continuous_id))
    have hne : (Set.Icc 0 (2 * m)).Nonempty := Set.nonempty_Icc.2 (by linarith)
    obtain ⟨x, hx, hmin⟩ := isCompact_Icc.exists_isMinOn hne hsum.continuousOn
    refine ⟨![x, 2 * m - x], Fin.forall_fin_two.2 ⟨hx.1, sub_nonneg.2 hx.2⟩, ?_, ?_⟩
    · rw [Fin.sum_univ_two]
      change x + (2 * m - x) = 2 * m
      ring
    · intro n' h0 hs
      rw [Fin.sum_univ_two] at hs
      have hle := isMinOn_iff.1 hmin (n' 0) ⟨h0 0, by linarith [h0 1]⟩
      have e : 2 * m - n' 0 = n' 1 := by linarith
      rw [tfdEnergy_two_sites, tfdEnergy_two_sites, ← e]
      exact hle
  · -- equal occupations would be lowered by a small transfer
    intro n hn heq
    have hs := hn.total
    rw [Fin.sum_univ_two] at hs
    have h0 : n 0 = m := by linarith
    have h1 : n 1 = m := by linarith
    have hnm : n = ![m, m] := funext (Fin.forall_fin_two.2 ⟨h0, h1⟩)
    obtain ⟨δ, hδ, hlow⟩ := uniform_unstable hc hm h
    obtain ⟨t, ht, htδ, htm⟩ : ∃ t : ℝ, 0 < t ∧ t < δ ∧ t ≤ m :=
      ⟨min (δ / 2) m, lt_min (by linarith) hm,
        lt_of_le_of_lt (min_le_left _ _) (by linarith), min_le_right _ _⟩
    have hlt := hlow t ht.ne' (by rw [abs_of_pos ht]; exact htδ)
    have hp : 0 ≤ m + t := by linarith
    have hq : 0 ≤ m - t := by linarith
    have htot : ∑ i, (![m + t, m - t] : Fin 2 → ℝ) i = 2 * m := by
      rw [Fin.sum_univ_two]
      change m + t + (m - t) = 2 * m
      ring
    have hle := hn.le ![m + t, m - t] (Fin.forall_fin_two.2 ⟨hp, hq⟩) htot
    rw [hnm] at hle
    linarith

end

end ThomasFermiSymmetry
```

The function \(e(x)+e(2m-x)\) is continuous on \([0,2m]\), so it attains a minimum, which gives a ground density. If its occupations were equal, both would be \(m\), and a small transfer \(0<t\le m\) would lower the energy. Every minimiser therefore breaks the symmetry under swapping the two sites, which \(v=J=0\) respects.

For orbital-free density functional calculations, this is a finite-site model of how local exchange can favour uneven charge, with no repulsion to oppose the transfer. Passing from site occupations to a continuous electron density in space needs a separate argument.

```lean
#print axioms ThomasFermiSymmetry.groundDensity_invariant
-- 'ThomasFermiSymmetry.groundDensity_invariant' depends on axioms: [propext, Classical.choice, Quot.sound]
#print axioms ThomasFermiSymmetry.uniform_stable
-- 'ThomasFermiSymmetry.uniform_stable' depends on axioms: [propext, Classical.choice, Quot.sound]
#print axioms ThomasFermiSymmetry.exchange_breaks_symmetry
-- 'ThomasFermiSymmetry.exchange_breaks_symmetry' depends on axioms: [propext, Classical.choice, Quot.sound]
```
